# Tetrahedral rotations leave one parameter in a harmonic quartic crystal field

If an ion's site has only the rotations of a tetrahedron, with no mirror planes and no fourfold axes, a crystal-field model with a single quartic parameter could be missing a term that the symmetry allows. For homogeneous quartic potentials that satisfy Laplace's equation nothing is missing: with $x,y,z$ measured from the ion along the three twofold axes, each one with these rotations is a real multiple of $x^4+y^4+z^4-\tfrac35(x^2+y^2+z^2)^2$.

```lean
import Mathlib

open MvPolynomial

namespace TetrahedralQuarticField

noncomputable section

/-- A polynomial potential in the coordinates x, y, z. -/
abbrev Potential := MvPolynomial (Fin 3) ℝ

/-- The threefold rotation, which permutes the coordinates cyclically. -/
def threefold : Potential →ₐ[ℝ] Potential := aeval ![X 1, X 2, X 0]

/-- The twofold rotation about axis `i`, which changes the signs of the other two coordinates. -/
def twofold (i : Fin 3) : Potential →ₐ[ℝ] Potential :=
  aeval fun j => if j = i then X j else -X j

/-- The quarter turn about the z axis, which replaces x by y and y by -x. -/
def quarterTurn : Potential →ₐ[ℝ] Potential := aeval ![X 1, -X 0, X 2]

/-- Invariance under the cyclic permutation and under changing the signs of any two coordinates. -/
def IsTetrahedral (p : Potential) : Prop := threefold p = p ∧ ∀ i, twofold i p = p

/-- The Laplacian, the sum of the three second partial derivatives. -/
def laplacian (p : Potential) : Potential := ∑ i, pderiv i (pderiv i p)

/-- The quartic cubic field x⁴ + y⁴ + z⁴ - (3/5)(x² + y² + z²)². -/
def cubicField : Potential :=
  X 0 ^ 4 + X 1 ^ 4 + X 2 ^ 4 - C (3 / 5) * (X 0 ^ 2 + X 1 ^ 2 + X 2 ^ 2) ^ 2

/-- The quartic a(x⁴ + y⁴ + z⁴) + b(x²y² + y²z² + z²x²). -/
def quarticForm (a b : ℝ) : Potential :=
  C a * (X 0 ^ 4 + X 1 ^ 4 + X 2 ^ 4)
    + C b * (X 0 ^ 2 * X 1 ^ 2 + X 1 ^ 2 * X 2 ^ 2 + X 2 ^ 2 * X 0 ^ 2)

/-- The sum of a potential and its images under the three twofold rotations. -/
def twofoldSum (p : Potential) : Potential := p + ∑ i, twofold i p

/-- The sum of the images of a potential under the twelve tetrahedral rotations. -/
def tetraSum (p : Potential) : Potential :=
  twofoldSum p + threefold (twofoldSum p) + threefold (threefold (twofoldSum p))


private lemma hom_X_pow (i : Fin 3) (n : ℕ) : (X i ^ n : Potential).IsHomogeneous n := by
  have h := (isHomogeneous_X ℝ i).pow n
  rwa [one_mul] at h

/-- Summed over the tetrahedral rotations, a quartic monomial becomes a combination of
x⁴ + y⁴ + z⁴ and x²y² + y²z² + z²x². -/
theorem tetraSum_monomial (c : ℝ) (a b d : ℕ) (h : a + b + d = 4) :
    ∃ u v : ℝ, tetraSum (C c * (X 0 ^ a * X 1 ^ b * X 2 ^ d)) = quarticForm u v := by
  refine ⟨if a = 4 ∨ b = 4 ∨ d = 4 then c + c + c + c else 0,
    if (a = 2 ∧ b = 2) ∨ (b = 2 ∧ d = 2) ∨ (d = 2 ∧ a = 2) then c + c + c + c else 0, ?_⟩
  simp only [tetraSum, twofoldSum, Fin.sum_univ_three]
  have ha : a ≤ 4 := by omega
  have hb : b ≤ 4 - a := by omega
  obtain rfl : d = 4 - a - b := by omega
  clear h
  -- the fifteen quartic monomials, one by one
  interval_cases a <;> interval_cases b <;>
    simp [twofold, threefold, quarticForm, algebraMap_eq] <;> ring

/-- Summed over the tetrahedral rotations, every homogeneous quartic becomes a combination of
x⁴ + y⁴ + z⁴ and x²y² + y²z² + z²x². -/
theorem tetraSum_quartic {p : Potential} (hp : p.IsHomogeneous 4) :
    ∃ u v : ℝ, tetraSum p = quarticForm u v := by
  rw [p.as_sum]
  refine Finset.sum_induction _ (fun q => ∃ u v : ℝ, tetraSum q = quarticForm u v) ?_ ?_ ?_
  · rintro q r ⟨u, v, h⟩ ⟨u', v', h'⟩
    refine ⟨u + u', v + v', ?_⟩
    have hadd : tetraSum (q + r) = tetraSum q + tetraSum r := by
      simp only [tetraSum, twofoldSum, map_add, Fin.sum_univ_three]
      ring
    rw [hadd, h, h']
    simp only [quarticForm, C_add]
    ring
  · exact ⟨0, 0, by simp [tetraSum, twofoldSum, quarticForm]⟩
  · intro m hm
    have h := hp (mem_support_iff.mp hm)
    simp [Finsupp.weight_apply, Finsupp.sum_fintype, Fin.sum_univ_three] at h
    rw [monomial_eq, Finsupp.prod_fintype _ _ (fun i => pow_zero _), Fin.prod_univ_three]
    exact tetraSum_monomial _ _ _ _ h

/-- A homogeneous quartic with tetrahedral rotation symmetry has the form
a(x⁴ + y⁴ + z⁴) + b(x²y² + y²z² + z²x²). -/
theorem tetrahedral_quartic {p : Potential} (hp : p.IsHomogeneous 4) (ht : IsTetrahedral p) :
    ∃ a b : ℝ, p = quarticForm a b := by
  obtain ⟨u, v, h⟩ := tetraSum_quartic hp
  -- all twelve images of an invariant potential coincide
  have h12 : tetraSum p = 12 * p := by
    simp only [tetraSum, twofoldSum, Fin.sum_univ_three, ht.2, map_add, ht.1]
    ring
  rw [h12] at h
  refine ⟨u / 12, v / 12, MvPolynomial.funext fun x => ?_⟩
  have e := congrArg (eval x) h
  simp only [quarticForm, map_add, map_mul, map_pow, eval_C, eval_X, map_ofNat] at e ⊢
  linear_combination e / 12

/-- The Laplacian of a(x⁴ + y⁴ + z⁴) + b(x²y² + y²z² + z²x²) is (12a + 4b)(x² + y² + z²). -/
theorem laplacian_quarticForm (a b : ℝ) :
    laplacian (quarticForm a b) = C (12 * a + 4 * b) * (X 0 ^ 2 + X 1 ^ 2 + X 2 ^ 2) := by
  have h12 : (C 12 : Potential) = 12 := map_ofNat C 12
  have h4 : (C 4 : Potential) = 4 := map_ofNat C 4
  simp [laplacian, quarticForm, Fin.sum_univ_three, pderiv_X, Pi.single_apply,
    Derivation.leibniz, pow_succ]
  linear_combination (-(C a * (X 0 ^ 2 + X 1 ^ 2 + X 2 ^ 2))) * h12
    - C b * (X 0 ^ 2 + X 1 ^ 2 + X 2 ^ 2) * h4

private lemma cubicField_form (c : ℝ) :
    C c * cubicField = quarticForm (2 / 5 * c) (-(6 / 5) * c) := by
  refine MvPolynomial.funext fun x => ?_
  simp only [cubicField, quarticForm, map_add, map_sub, map_mul, map_pow, eval_C, eval_X]
  ring

/-- The quartic cubic field is homogeneous of degree four and has tetrahedral rotation symmetry. -/
theorem cubicField_symmetry : cubicField.IsHomogeneous 4 ∧ IsTetrahedral cubicField := by
  refine ⟨?_, ?_, fun i => ?_⟩
  · have hr := (((hom_X_pow 0 2).add (hom_X_pow 1 2)).add (hom_X_pow 2 2)).pow 2
    exact (((hom_X_pow 0 4).add (hom_X_pow 1 4)).add (hom_X_pow 2 4)).sub
      ((isHomogeneous_C (Fin 3) (3 / 5 : ℝ)).mul hr)
  · simp [threefold, cubicField, algebraMap_eq]
    ring
  · fin_cases i <;> simp [twofold, cubicField, algebraMap_eq, Even.neg_pow] <;> ring

/-- A potential is a harmonic homogeneous quartic with tetrahedral rotation symmetry if and only
if it is c times x⁴ + y⁴ + z⁴ - (3/5)(x² + y² + z²)² for exactly one real c. -/
theorem tetrahedral_harmonic_quartic_iff (p : Potential) :
    (p.IsHomogeneous 4 ∧ IsTetrahedral p ∧ laplacian p = 0) ↔
      ∃! c : ℝ, p = C c * cubicField := by
  constructor
  · rintro ⟨hp, ht, hl⟩
    obtain ⟨a, b, rfl⟩ := tetrahedral_quartic hp ht
    -- the Laplacian at (1, 0, 0) ties b to a
    rw [laplacian_quarticForm] at hl
    have e := congrArg (eval ![1, 0, 0]) hl
    simp at e
    have hb : b = -3 * a := by linarith
    refine ⟨5 / 2 * a, ?_, fun y hy => ?_⟩
    · change quarticForm a b = C (5 / 2 * a) * cubicField
      rw [cubicField_form, hb]
      congr 1 <;> ring
    · have hy' : quarticForm a b = C y * cubicField := hy
      rw [cubicField_form] at hy'
      have e' := congrArg (eval ![1, 0, 0]) hy'
      simp [quarticForm] at e'
      linarith
  · rintro ⟨c, rfl, -⟩
    obtain ⟨hh, h3, h2⟩ := cubicField_symmetry
    refine ⟨?_, ⟨?_, fun i => ?_⟩, ?_⟩
    · have h := (isHomogeneous_C (Fin 3) c).mul hh
      rwa [zero_add] at h
    · rw [map_mul, h3, algHom_C, algebraMap_eq]
    · rw [map_mul, h2, algHom_C, algebraMap_eq]
    · rw [cubicField_form, laplacian_quarticForm,
        show 12 * (2 / 5 * c) + 4 * (-(6 / 5) * c) = 0 by ring, C_0, zero_mul]

/-- A harmonic homogeneous quartic with tetrahedral rotation symmetry is also invariant under
the quarter turn about the z axis. -/
theorem quarterTurn_invariant {p : Potential} (hp : p.IsHomogeneous 4) (ht : IsTetrahedral p)
    (hl : laplacian p = 0) : quarterTurn p = p := by
  obtain ⟨c, rfl, -⟩ := (tetrahedral_harmonic_quartic_iff p).mp ⟨hp, ht, hl⟩
  have h : quarterTurn cubicField = cubicField := by
    simp [quarterTurn, cubicField, algebraMap_eq, Even.neg_pow]
    ring
  rw [map_mul, h, algHom_C, algebraMap_eq]

/-- In degree three, xyz is harmonic and has tetrahedral rotation symmetry, but changes sign
under the quarter turn about the z axis. -/
theorem cubic_counterexample :
    let q : Potential := X 0 * X 1 * X 2
    q.IsHomogeneous 3 ∧ IsTetrahedral q ∧ laplacian q = 0 ∧ quarterTurn q = -q := by
  refine ⟨((isHomogeneous_X ℝ 0).mul (isHomogeneous_X ℝ 1)).mul (isHomogeneous_X ℝ 2),
    ⟨?_, fun i => ?_⟩, ?_, ?_⟩
  · simp [threefold]
    ring
  · fin_cases i <;> simp [twofold]
  · simp [laplacian, Fin.sum_univ_three, pderiv_X, Pi.single_apply, Derivation.leibniz]
  · simp [quarterTurn]
    ring

/-- In degree six, (x² - y²)(y² - z²)(z² - x²) is harmonic and has tetrahedral rotation symmetry,
but changes sign under the quarter turn about the z axis. -/
theorem sextic_counterexample :
    let q : Potential := (X 0 ^ 2 - X 1 ^ 2) * (X 1 ^ 2 - X 2 ^ 2) * (X 2 ^ 2 - X 0 ^ 2)
    q.IsHomogeneous 6 ∧ IsTetrahedral q ∧ laplacian q = 0 ∧ quarterTurn q = -q := by
  refine ⟨(((hom_X_pow 0 2).sub (hom_X_pow 1 2)).mul ((hom_X_pow 1 2).sub (hom_X_pow 2 2))).mul
    ((hom_X_pow 2 2).sub (hom_X_pow 0 2)), ⟨?_, fun i => ?_⟩, ?_, ?_⟩
  · simp [threefold]
    ring
  · fin_cases i <;> simp [twofold]
  · simp [laplacian, Fin.sum_univ_three, pderiv_X, Pi.single_apply, Derivation.leibniz,
      pow_succ]
    ring
  · simp [quarterTurn]
    ring

end

end TetrahedralQuarticField
```

```lean
#print axioms TetrahedralQuarticField.tetrahedral_harmonic_quartic_iff
#print axioms TetrahedralQuarticField.quarterTurn_invariant
#print axioms TetrahedralQuarticField.cubic_counterexample
#print axioms TetrahedralQuarticField.sextic_counterexample
```

```
'TetrahedralQuarticField.tetrahedral_harmonic_quartic_iff' depends on axioms: [propext, Classical.choice, Quot.sound]
'TetrahedralQuarticField.quarterTurn_invariant' depends on axioms: [propext, Classical.choice, Quot.sound]
'TetrahedralQuarticField.cubic_counterexample' depends on axioms: [propext, Classical.choice, Quot.sound]
'TetrahedralQuarticField.sextic_counterexample' depends on axioms: [propext, Classical.choice, Quot.sound]
```

## The potential and its symmetry

The charges around an ion produce an electrostatic potential at its site. Where those charges have no density, the potential satisfies Laplace's equation, and its expansion about the nucleus can be sorted by degree in $x,y,z$. The question is how many free constants the degree-four part has.

In the file a potential is a polynomial with real coefficients, of type `Potential`, and the variables `X 0`, `X 1`, `X 2` are $x,y,z$. The condition `p.IsHomogeneous 4` says that every monomial in $p$ has degree four; the zero polynomial also satisfies it.

Symmetry operations act by substitution. The map `threefold` sends $p(x,y,z)$ to $p(y,z,x)$, a rotation about the body diagonal. The map `twofold i` keeps coordinate `i` and reverses the other two, which is a half turn about axis `i`. `IsTetrahedral p` requires invariance under these maps, and together they generate the twelve proper rotations of a tetrahedron. In crystal-field work "tetrahedral" often means the larger group $T_d$, which contains mirror planes; here it means the rotation group $T$ alone.

The condition `laplacian p = 0` uses formal partial derivatives, which agree with the ordinary ones for polynomials. It stands for the absence of surrounding charge in the region occupied by the ion's electrons. If the ligand charge overlaps the ion, this condition fails in general, and a multiple of $(x^2+y^2+z^2)^2$ can appear as a second term.

Write $F$ for the polynomial `cubicField`,

$$F=x^4+y^4+z^4-\tfrac35(x^2+y^2+z^2)^2 .$$

The name refers to cubic symmetry; the degree is four. The main theorem, `tetrahedral_harmonic_quartic_iff`, says that $p$ is a homogeneous quartic, tetrahedral and harmonic if and only if there is exactly one real $c$ with $p=cF$. The zero potential is included, with $c=0$.

The step left to the physicist is the passage from a real crystal to $p$: one has to expand the actual potential about the site and take its quartic part. The theorem starts from that polynomial.

## Two parameters from symmetry, one left after Laplace's equation

Take a monomial $x^ay^bz^d$ with $a+b+d=4$, and add to it its images under the three half turns. The half turn about $x$ multiplies it by $(-1)^{b+d}$, and the other two behave likewise, so the sum is the monomial times

$$1+(-1)^{b+d}+(-1)^{d+a}+(-1)^{a+b}.$$

This factor is 4 if the three exponents have the same parity and 0 otherwise. Three odd exponents cannot add up to 4, so the survivors have even exponents only: one fourth power, or a product of two squares. Adding the two cyclic images then gives $4A$ or $4B$, where

$$A=x^4+y^4+z^4,\qquad B=x^2y^2+y^2z^2+z^2x^2 .$$

By linearity, the sum of any homogeneous quartic $p$ over the twelve rotations is $uA+vB$ for some real $u,v$. If $p$ is invariant, all twelve images equal $p$, so $12p=uA+vB$. From here on let $a=u/12$ and $b=v/12$, so that $p=aA+bB$. Symmetry alone leaves these two parameters.

For the Laplacian, $\nabla^2x^4=12x^2$ and $\nabla^2(x^2y^2)=2x^2+2y^2$. Adding the cyclic partners gives

$$\nabla^2(aA+bB)=(12a+4b)(x^2+y^2+z^2).$$

This vanishes exactly when $b=-3a$. Since $(x^2+y^2+z^2)^2=A+2B$, we also have

$$F=\tfrac25A-\tfrac65B,$$

which has the same ratio of coefficients. Hence $p=a(A-3B)=\tfrac52a\,F$, and $c=\tfrac52a$. This $c$ is unique because $F(1,0,0)=\tfrac25$ is not zero. Conversely, every multiple of $F$ is a homogeneous quartic with the required symmetry, and its Laplacian vanishes by the formula above.

## The same argument in Lean

The sum over the twelve rotations is `tetraSum`, built from `twofoldSum`, and `quarticForm a b` is $aA+bB$. The lemma `tetraSum_monomial` states the values of $u$ and $v$ at the outset, four times the monomial's coefficient or zero. It then checks all fifteen quartic monomials: `interval_cases` lists the exponents, and `simp` and `ring` compute each sum. The parity argument is thus replaced by enumeration.

`tetraSum_quartic` supplies the linearity. It writes $p$ as a sum of monomials and applies `Finset.sum_induction`; homogeneity provides the condition that each monomial's exponents add up to 4. In `tetrahedral_quartic`, the intermediate result `h12` is the identity that the sum equals $12p$. The division by 12 is done on values at an arbitrary point, and `MvPolynomial.funext` turns equality of values back into equality of polynomials.

`laplacian_quarticForm` is the Laplacian formula, and `cubicField_form` rewrites $cF$ in terms of $A$ and $B$. In the main theorem the forward direction evaluates the Laplacian at $(1,0,0)$ to obtain $b=-3a$, then evaluates the potential at the same point to show that $c$ is unique. The reverse direction combines `cubicField_symmetry` with the Laplacian formula.

## A fourfold axis that comes for free

The map `quarterTurn` sends $p(x,y,z)$ to $p(y,-x,z)$. Since $F$ is unchanged by it, `quarterTurn_invariant` concludes that every harmonic tetrahedral quartic is invariant under a quarter turn about $z$, although no such axis was assumed.

This depends on the degree. In degree three, `cubic_counterexample` shows that $xyz$ is harmonic and tetrahedral but changes sign under the quarter turn. In degree six, `sextic_counterexample` shows the same for $(x^2-y^2)(y^2-z^2)(z^2-x^2)$.

For a single $d$ electron in a charge-free crystal field with these rotations, and with spin-orbit coupling left aside, the quartic term is the only one that splits the shell to first order, so the first-order splitting is proportional to $c$. At second order the $xyz$ term can also contribute, by mixing the $d$ orbitals with orbitals of odd angular momentum. An $f$ shell also feels the degree-six part, where the sextic above can enter as an additional term.

## Reading the constant off one axis

In a point-charge calculation with these rotations, the theorem reduces the whole quartic term to one number. Since $F(1,0,0)=\tfrac25$,

$$c=\tfrac52\,p(1,0,0),$$

so it is enough to expand the potential along the $x$ axis.

Place equal charges $Q$ at distance $R$ from the ion, in Gaussian units. At distance $r<R$ from the ion, one charge contributes $Q\,(r^4/R^5)\,P_4(\cos\theta)$ in degree four, where $\theta$ is the angle between the direction of the charge and that of the field point, and $P_4$ is the fourth Legendre polynomial.

For an octahedron with charges on the coordinate axes, two charges lie along $x$ and four are perpendicular to it. With $P_4(\pm1)=1$ and $P_4(0)=\tfrac38$,

$$p(1,0,0)=\frac{Q}{R^5}\left(2+4\cdot\tfrac38\right)=\frac{7Q}{2R^5},\qquad c_{\mathrm{oct}}=\frac{35\,Q}{4R^5}.$$

For a tetrahedron with charges on alternate corners of a cube, every charge has $\cos\theta=\pm1/\sqrt3$, and $P_4(\pm1/\sqrt3)=-\tfrac7{18}$. Hence

$$p(1,0,0)=-\frac{14\,Q}{9R^5},\qquad c_{\mathrm{tet}}=-\frac{35\,Q}{9R^5}=-\tfrac49\,c_{\mathrm{oct}} .$$

This is the familiar factor $-\tfrac49$ between tetrahedral and octahedral point-charge fields at equal charge and distance. The expansion in Legendre polynomials is ordinary electrostatics added to the theorem, which contributes the step from one value on the axis to the full angular dependence.
